# Factorization of $\det(1+Y^m)$ into $m$ one-pole determinants for $m\ge 1$

Let $m\ge 1$ be an integer and let $Y$ be a complex square matrix of finite size. Write $1$ for the identity matrix as well as for the number, and define the phases

$$w_k=\exp\!\left(\frac{i\pi(2k+1)}{m}\right),\qquad k=0,1,\dots,m-1 .$$

The matrix $1-w_kY$ is called a one-pole factor, because for a scalar $y$ the function $(1-w_ky)^{-1}$ has a single pole, at $y=1/w_k$.

For a one-particle Hamiltonian matrix $H$ in an orthonormal basis of spin orbitals, a real inverse temperature $\beta$ and a real chemical potential $\mu$, the Boltzmann operator is

$$B(\beta)=e^{-\beta(H-\mu)} .$$

If $H$ is Hermitian with eigenvalues $\varepsilon_a$, each level of a system of independent fermions is either empty or occupied, and the grand-canonical partition function is

$$Z=\prod_a\left(1+e^{-\beta(\varepsilon_a-\mu)}\right)=\det\bigl(1+B(\beta)\bigr).$$

If $H$ is instead given in spatial orbitals and is the same for both spins of the electron, $Z$ is the square of this determinant and $\log Z$ is doubled. The grand potential $\Omega$ satisfies $\log Z=-\beta\Omega$. We work with $\log Z$, which needs no division by $\beta$.

## From roots of $-1$ to a sum of logarithms

The claim is that, for every complex square matrix $Y$ and every $m\ge1$,

$$\det(1+Y^m)=\prod_{k=0}^{m-1}\det(1-w_kY).$$

The matrix need not be Hermitian or diagonalizable.

**The scalar identity.** Each phase is an $m$-th root of $-1$:

$$w_k^m=e^{i\pi(2k+1)}=e^{i\pi}\left(e^{2\pi i}\right)^k=-1 .$$

With $\zeta=e^{2\pi i/m}$ we also have $w_k=\zeta^kw_0$. The numbers $\zeta^0,\dots,\zeta^{m-1}$ are the $m$ distinct roots of $U^m-1$, so $U^m-1=\prod_k(U-\zeta^k)$. For $\alpha\neq0$, setting $U=T/\alpha$ and multiplying by $\alpha^m$ gives the following identity, which also holds for $\alpha=0$, where both sides are $T^m$:

$$T^m-\alpha^m=\prod_{k=0}^{m-1}(T-\zeta^k\alpha).$$

Now put $T=1$ and $\alpha=w_0X$. The left side becomes $1-w_0^mX^m=1+X^m$, and therefore

$$1+X^m=\prod_{k=0}^{m-1}(1-w_kX).$$

**The matrix identity.** This is an identity of polynomials in one variable, and the powers of $Y$ commute with each other. We may therefore substitute $Y$ for $X$, which gives $1+Y^m=\prod_k(1-w_kY)$. The determinant of a product is the product of the determinants, and the claim follows. For $m=2$ the phases are $\pm i$, and the matrix identity reads $1+Y^2=(1-iY)(1+iY)$.

**The partition function.** Since $(e^A)^m=e^{mA}$, we have $B(\beta/m)^m=B(\beta)$. Taking $Y=B(\beta/m)$ gives

$$\det(1+B(\beta))=\prod_{k=0}^{m-1}\det\bigl(1-w_kB(\beta/m)\bigr).$$

Let $H$ be Hermitian. Then $B(\beta/2)$ is Hermitian, and $B(\beta)=B(\beta/2)^\dagger B(\beta/2)$ is positive semidefinite. Hence $1+B(\beta)$ is positive definite and its determinant is strictly positive. It equals its own modulus, and none of its factors vanishes, so

$$\log\det(1+B(\beta))=\sum_{k=0}^{m-1}\log\bigl|\det(1-w_kB(\beta/m))\bigr| .$$

**Conjugate pairs.** Let $j+k+1=m$. Then $2j+1=2m-(2k+1)$, so $w_j=e^{2\pi i}\,\overline{w_k}=\overline{w_k}$. For Hermitian $Y$ this gives $1-w_jY=(1-w_kY)^\dagger$, and

$$\det(1-w_jY)=\overline{\det(1-w_kY)} .$$

The two moduli agree. For even $m$, half of the determinants suffice; for odd $m$ there is also the middle factor $1+Y$, which is paired with itself.

For non-interacting fermions in a finite basis, the factorization trades one determinant built from the Boltzmann operator at inverse temperature $\beta$ for $m$ determinants built from the operator at inverse temperature $\beta/m$, that is, at $m$ times the temperature and the same $\mu$. This bears on linear-scaling electronic structure methods, where the high-temperature operator can be the easier one to represent as a sparse matrix.

## Phases, factors and the partition function in Lean

The basis is indexed by a finite type `n`, and `Matrix n n ℂ` is the type of complex square matrices over it. Opening `ComplexOrder` gives a meaning to inequalities between complex numbers: `0 < z` says that $z$ has zero imaginary part and positive real part.

```lean
import Mathlib

open Matrix
open scoped ComplexOrder ComplexConjugate

namespace GrandPotentialFactorization

noncomputable section

variable {n : Type*} [Fintype n] [DecidableEq n]
```

The phase $w_k$ is called `pole m k` in the code, although the pole of the inverse factor lies at $1/w_k$, the complex conjugate of $w_k$. The phase is defined for every natural number `k`, and the products and sums below run over the range $0\le k<m$.

```lean
/-- The phase `w_k = exp(iπ(2k+1)/m)`. -/
def pole (m k : ℕ) : ℂ := Complex.exp (Complex.I * Real.pi * (2 * k + 1) / m)
```

The one-pole factor multiplies the matrix by the scalar $w_k$ and subtracts the result from the identity.

```lean
/-- The one-pole factor `1 - w_k Y`. -/
def poleFactor (m k : ℕ) (Y : Matrix n n ℂ) : Matrix n n ℂ := 1 - pole m k • Y
```

The Boltzmann operator is the matrix exponential, with the real parameters `β` and `μ` regarded as complex numbers. No sign is imposed on `β`, and `μ` is a given number, not one adjusted to a prescribed electron count.

```lean
/-- The Boltzmann operator `exp(-β(H - μ))` of a one-particle Hamiltonian `H`. -/
def boltzmann (β μ : ℝ) (H : Matrix n n ℂ) : Matrix n n ℂ :=
  NormedSpace.exp ((-(β : ℂ)) • (H - (μ : ℂ) • (1 : Matrix n n ℂ)))
```

The next definition takes the determinant formula for independent fermions as its starting point; the trace over Fock space is not formalized. `Real.log` needs a real argument, so the real part is taken. For Hermitian $H$ this discards nothing, as the positivity theorem below shows.

```lean
/-- The logarithm of the grand-canonical partition function of independent fermions,
`log det(1 + exp(-β(H - μ)))`, with the real part of the determinant taken. -/
def logPartition (β μ : ℝ) (H : Matrix n n ℂ) : ℝ :=
  Real.log (1 + boltzmann β μ H).det.re
```

## The polynomial identity

The hypothesis `m ≠ 0` expresses $m\ge1$ for a natural number. The proof of `pole_pow` rewrites $m$ times the exponent as $i\pi+k\cdot2\pi i$ and then uses $e^{i\pi}=-1$ and $e^{2\pi i}=1$.

```lean
/-- Each phase `w_k` is an `m`-th root of `-1`. -/
theorem pole_pow {m : ℕ} (hm : m ≠ 0) (k : ℕ) : pole m k ^ m = -1 := by
  have hmC : (m : ℂ) ≠ 0 := Nat.cast_ne_zero.mpr hm
  have h : (m : ℂ) * (Complex.I * Real.pi * (2 * k + 1) / m)
      = Real.pi * Complex.I + k * (2 * Real.pi * Complex.I) := by
    field_simp
    ring
  unfold pole
  rw [← Complex.exp_nat_mul, h, Complex.exp_add, Complex.exp_pi_mul_I,
    Complex.exp_nat_mul, Complex.exp_two_pi_mul_I, one_pow, mul_one]
```

The scalar factorization is stated in the polynomial ring $\mathbb C[X]$, where `Polynomial.C` turns a number into a constant polynomial. The local statement `hp` is $w_k=\zeta^kw_0$.

The lemma `X_pow_sub_C_eq_prod` supplies the factorization of $T^m-\alpha^m$. Here $T$ is a second, outer variable, and the coefficients are themselves polynomials in $X$, which allows the choice $\alpha=w_0X$. For this, $\zeta$ must remain a primitive root of unity when it is regarded as a constant polynomial, and `hζ` records that it does. Evaluating the outer variable at $1$ gives `h1`, and the closing `calc` brings both sides to the stated form.

```lean
/-- The scalar factorization `1 + X^m = ∏ (1 - w_k X)`, as an identity of polynomials. -/
theorem one_add_X_pow {m : ℕ} (hm : m ≠ 0) :
    (1 + Polynomial.X ^ m : Polynomial ℂ)
      = ∏ k ∈ Finset.range m, (1 - Polynomial.C (pole m k) * Polynomial.X) := by
  -- the phases are `w_0` times the powers of a primitive root of unity
  have hp : ∀ k : ℕ, pole m k
      = Complex.exp (2 * Real.pi * Complex.I / m) ^ k * pole m 0 := by
    intro k
    unfold pole
    rw [← Complex.exp_nat_mul, ← Complex.exp_add]
    congr 1
    push_cast
    ring
  have hζ := (Complex.isPrimitiveRoot_exp m hm).map_of_injective
    (f := (Polynomial.C : ℂ →+* Polynomial ℂ)) Polynomial.C_injective
  have h := X_pow_sub_C_eq_prod hζ (Nat.pos_of_ne_zero hm)
    (α := Polynomial.C (pole m 0) * Polynomial.X) rfl
  have h1 := congrArg (Polynomial.eval 1) h
  rw [Polynomial.eval_sub, Polynomial.eval_pow, Polynomial.eval_X, Polynomial.eval_C,
    one_pow, mul_pow, ← Polynomial.C_pow, pole_pow hm, Polynomial.eval_prod] at h1
  calc (1 + Polynomial.X ^ m : Polynomial ℂ)
      = 1 - Polynomial.C (-1) * Polynomial.X ^ m := by simp
    _ = _ := h1
    _ = _ := by
      refine Finset.prod_congr rfl fun k _ => ?_
      rw [Polynomial.eval_sub, Polynomial.eval_X, Polynomial.eval_C, hp k,
        Polynomial.C_mul, Polynomial.C_pow]
      ring
```

## The determinant factorization

The main theorem quantifies over all `Y`, with no condition of symmetry, invertibility or diagonalizability. The product over `Finset.range m` runs over $k=0,\dots,m-1$.

The map `Polynomial.aeval Y` substitutes $Y$ for $X$. Composed with the determinant, it becomes a multiplicative map $p\mapsto\det p(Y)$ from polynomials to complex numbers. Multiplication is commutative at both ends, so `map_prod` carries the product across without any ordering of matrix factors. This combines the substitution and the determinant step of the derivation. The statement `hf` then identifies each substituted linear polynomial with `poleFactor m k Y`.

```lean
/-- For every complex square matrix `Y` and `m ≥ 1`, `det(1 + Y^m)` is the product of the `m`
one-pole determinants `det(1 - w_k Y)`. -/
theorem det_one_add_pow {m : ℕ} (hm : m ≠ 0) (Y : Matrix n n ℂ) :
    (1 + Y ^ m).det = ∏ k ∈ Finset.range m, (poleFactor m k Y).det := by
  -- `p ↦ det p(Y)` is multiplicative with commutative values
  have h : (Polynomial.aeval Y (1 + Polynomial.X ^ m : Polynomial ℂ)).det
      = ∏ k ∈ Finset.range m,
        (Polynomial.aeval Y (1 - Polynomial.C (pole m k) * Polynomial.X)).det := by
    rw [one_add_X_pow hm]
    exact map_prod (Matrix.detMonoidHom.comp
      (Polynomial.aeval (R := ℂ) Y).toRingHom.toMonoidHom) _ _
  have hf : ∀ k, Polynomial.aeval Y (1 - Polynomial.C (pole m k) * Polynomial.X)
      = poleFactor m k Y := by
    intro k
    rw [map_sub, map_one, map_mul, Polynomial.aeval_C, Polynomial.aeval_X,
      ← Algebra.smul_def]
    rfl
  simp only [hf] at h
  rw [← h, map_add, map_one, map_pow, Polynomial.aeval_X]
```

## Boltzmann operators at higher temperature

The relation $B(\beta/m)^m=B(\beta)$ holds for any complex matrix $H$. The proof uses `Matrix.exp_nsmul`, which is the rule $(e^A)^m=e^{mA}$, together with the scalar identity $m\cdot(-\beta/m)=-\beta$.

```lean
/-- The Boltzmann operator at inverse temperature `β` is the `m`-th power of the one
at `β/m`. -/
theorem boltzmann_pow {m : ℕ} (hm : m ≠ 0) (β μ : ℝ) (H : Matrix n n ℂ) :
    boltzmann (β / m) μ H ^ m = boltzmann β μ H := by
  have hmC : (m : ℂ) ≠ 0 := Nat.cast_ne_zero.mpr hm
  have hc : (m : ℂ) * (-((β / m : ℝ) : ℂ)) = -(β : ℂ) := by
    push_cast
    field_simp
  unfold boltzmann
  rw [← Matrix.exp_nsmul, ← Nat.cast_smul_eq_nsmul ℂ, smul_smul, hc]
```

Positivity is proved for Hermitian $H$; for a general complex matrix it can fail, as an example below shows. The conclusion `0 < (1 + boltzmann β μ H).det` is an inequality in the complex order, so it says both that the determinant is real and that it is positive.

The proof first shows in `hB` that $B(\beta/2)$ is Hermitian. It then writes $B(\beta)$ as $B(\beta/2)^\dagger B(\beta/2)$ by means of `boltzmann_pow` with $m=2$, and adds the positive definite identity to this positive semidefinite matrix.

```lean
/-- For a Hermitian Hamiltonian the grand-canonical determinant
`det(1 + exp(-β(H - μ)))` is real and strictly positive. -/
theorem det_one_add_boltzmann_pos (β μ : ℝ) {H : Matrix n n ℂ} (hH : H.IsHermitian) :
    0 < (1 + boltzmann β μ H).det := by
  have hB : (boltzmann (β / (2 : ℕ)) μ H).IsHermitian := by
    unfold boltzmann
    apply Matrix.IsHermitian.exp
    unfold Matrix.IsHermitian
    rw [conjTranspose_smul, conjTranspose_sub, conjTranspose_smul, conjTranspose_one, hH.eq]
    simp
  -- the Boltzmann operator is the square of a Hermitian matrix
  have hs := posSemidef_conjTranspose_mul_self (boltzmann (β / (2 : ℕ)) μ H)
  rw [hB.eq, ← pow_two, boltzmann_pow two_ne_zero] at hs
  exact (Matrix.PosDef.one.add_posSemidef hs).det_pos
```

## The logarithm as a sum over factors

The double bars in the next theorem denote the modulus of a complex number. The auxiliary statement `key` says that a positive complex number has modulus equal to its real part, so the real part in `logPartition` can be replaced by the modulus of the determinant. The factorization then turns this modulus into a product of moduli. `Real.log_prod` splits the logarithm once every factor is known to be nonzero, which follows because the whole product is nonzero.

```lean
/-- For a Hermitian Hamiltonian the logarithm of the partition function is the sum of
`log |det(1 - w_k exp(-(β/m)(H - μ)))|` over the `m` one-pole factors. -/
theorem logPartition_eq_sum {m : ℕ} (hm : m ≠ 0) (β μ : ℝ) {H : Matrix n n ℂ}
    (hH : H.IsHermitian) :
    logPartition β μ H = ∑ k ∈ Finset.range m,
      Real.log ‖(poleFactor m k (boltzmann (β / m) μ H)).det‖ := by
  have key : ∀ z : ℂ, 0 < z → ‖z‖ = z.re := by
    intro z hz
    obtain ⟨hre, him⟩ := Complex.lt_def.mp hz
    have hz' : z = (z.re : ℂ) := Complex.ext rfl (by simpa using him.symm)
    calc ‖z‖ = ‖(z.re : ℂ)‖ := congrArg _ hz'
      _ = z.re := by rw [Complex.norm_real, Real.norm_of_nonneg (by simpa using hre.le)]
  have hpos := det_one_add_boltzmann_pos β μ hH
  have hdet := det_one_add_pow hm (boltzmann (β / m) μ H)
  rw [boltzmann_pow hm] at hdet
  -- a nonzero product has no vanishing factor, so the logarithm splits
  have hne := hpos.ne'
  rw [hdet] at hne
  unfold logPartition
  rw [← key _ hpos, hdet, norm_prod, Real.log_prod]
  intro k hk
  exact norm_ne_zero_iff.mpr (Finset.prod_ne_zero_iff.mp hne k hk)
```

A one-dimensional example shows what can fail when $H$ is not Hermitian. Take $H=i\pi/2$, $\beta=1$ and $\mu=0$. Then $B(1)=e^{-i\pi/2}=-i$ and $\det(1+B(1))=1-i$, which is not a positive real number. The real part is $1$, so `logPartition` has the value $\log 1=0$. The sum over the factors equals $\log|1-i|=\tfrac12\log2$ for every $m\ge1$. The determinant factorization itself still holds here; the formula for the logarithm does not.

## Conjugate one-pole determinants

The last theorem concerns any Hermitian `Y`. The hypothesis `j + k + 1 = m` pairs the first phase with the last, the second with the second to last, and so on; it also forces $m\ge1$. The function `star` on complex numbers is complex conjugation.

In the proof, `harg` states that the exponent of $w_j$ is the conjugate of the exponent of $w_k$ plus $2\pi i$, and `hp` concludes that $w_j=\overline{w_k}$. The final lines use $\det(A^\dagger)=\overline{\det A}$ and the Hermiticity of $Y$.

```lean
/-- For Hermitian `Y`, the one-pole determinants with indices `j + k + 1 = m` are complex
conjugates of each other. -/
theorem det_poleFactor_conj {m j k : ℕ} (h : j + k + 1 = m) {Y : Matrix n n ℂ}
    (hY : Y.IsHermitian) :
    (poleFactor m j Y).det = star (poleFactor m k Y).det := by
  have hm : (m : ℂ) ≠ 0 := Nat.cast_ne_zero.mpr (by omega)
  have hmC : (m : ℂ) = j + k + 1 := by rw [← h]; push_cast; ring
  have hq : (2 * (j : ℂ) + 1) / m = -(2 * (k : ℂ) + 1) / m + 2 := by
    rw [div_add' _ _ _ hm]
    congr 1
    linear_combination (-2 : ℂ) * hmC
  -- the two phases are mirror images in the real axis
  have harg : Complex.I * Real.pi * (2 * j + 1) / m
      = conj (Complex.I * Real.pi * (2 * k + 1) / m) + 2 * Real.pi * Complex.I := by
    simp only [map_div₀, map_mul, map_add, map_one, Complex.conj_I, Complex.conj_ofReal,
      map_natCast, map_ofNat]
    linear_combination Complex.I * Real.pi * hq
  have hp : pole m j = star (pole m k) := by
    unfold pole
    rw [harg, Complex.exp_add, Complex.exp_two_pi_mul_I, mul_one, Complex.exp_conj]
    rfl
  rw [← det_conjTranspose]
  unfold poleFactor
  rw [conjTranspose_sub, conjTranspose_one, conjTranspose_smul, hY.eq, hp]

end

end GrandPotentialFactorization
```

```lean
#print axioms GrandPotentialFactorization.logPartition_eq_sum
#print axioms GrandPotentialFactorization.det_poleFactor_conj
```

```
'GrandPotentialFactorization.logPartition_eq_sum' depends on axioms: [propext, Classical.choice, Quot.sound]
'GrandPotentialFactorization.det_poleFactor_conj' depends on axioms: [propext, Classical.choice, Quot.sound]
```

When $H$ is Hermitian, so is $B(\beta/m)$, and the pairing applies to the factors in the sum for $\log Z$. For even $m$ this gives

$$\log Z=2\sum_{k=0}^{m/2-1}\log\bigl|\det(1-w_kB(\beta/m))\bigr| ,$$

a consequence drawn here by hand from the last two theorems, since these theorems state the pairing and the full sum separately.

The theorems are exact identities for finite matrices. They give no bound on the error when $B(\beta/m)$ is truncated to a sparse matrix, and no estimate of the cost of the determinants. The matrix elements of the Hamiltonian in a non-orthogonal basis should not be inserted for $H$ as they stand: that matrix is Hermitian, so the identities hold for it, but its eigenvalues are in general not the levels $\varepsilon_a$, and the determinant is then not the partition function. Transforming to an orthonormal basis first gives a Hermitian matrix whose eigenvalues are the levels. Interactions enter only so far as they are already contained in an effective one-particle $H$, as in a mean-field calculation; the double-counting corrections to the energy are then a separate matter.
